# Projected Broyden updates recover an n × n matrix from its exact action on n independent steps

The steps, the responses and the update directions are modelled as three prescribed sequences of vectors, and the projection enters as a condition on them. No algorithm generates the steps, and no orthogonalisation procedure is built into the definition. The results therefore hold for every choice of steps and directions that meets the condition, however it was obtained.

In physical terms, a step s is a change of the input variables, such as the parameters of a trial density, and the response y is the resulting change of the residual. The matrix B approximates the Jacobian of the residual. Broyden-type updates are used to accelerate self-consistent-field iterations; the exact recovery treated here concerns the model case of a residual Ax − b, with finitely many variables x, a constant matrix A and a constant vector b.

The entries lie in a field K, with exact arithmetic, and the vectors have n components.

```lean
import Mathlib

open Matrix

namespace ProjectedBroyden

noncomputable section

variable {K : Type*} [Field K] {n : ℕ}
```

Write wᵀv for the sum of the products wⱼvⱼ, without complex conjugation. In Lean this is `w ⬝ᵥ v`, and `B *ᵥ v` is the product Bv. One update with direction w replaces B by

B + (y − Bs)wᵀ / (wᵀs).

```lean
/-- Broyden's rank-one update `B + (y - B s) wᵀ / (wᵀ s)` of an approximate Jacobian `B`,
for a step `s`, a response `y` and a direction `w`. -/
def broydenUpdate (B : Matrix (Fin n) (Fin n) K) (s y w : Fin n → K) :
    Matrix (Fin n) (Fin n) K :=
  B + Matrix.of fun i j => (y i - (B *ᵥ s) i) * w j / (w ⬝ᵥ s)
```

Starting from an arbitrary matrix B₀, let Bₖ be the matrix after k updates, where the update from Bₖ to Bₖ₊₁ uses sₖ, yₖ and wₖ. Counting starts at zero.

```lean
/-- The approximate Jacobian after `k` Broyden updates, starting from `B₀`. -/
def broyden (B₀ : Matrix (Fin n) (Fin n) K) (s y w : ℕ → Fin n → K) :
    ℕ → Matrix (Fin n) (Fin n) K
  | 0 => B₀
  | k + 1 => broydenUpdate (broyden B₀ s y w k) (s k) (y k) (w k)
```

The projection condition up to m requires, for every k < m,

wₖᵀsₖ ≠ 0, and wₖᵀsⱼ = 0 for all j < k.

The first part makes the update well defined; the second makes each direction blind to the earlier steps. Nothing is required of the sequences from index m onwards.

```lean
/-- Each of the first `m` directions has a nonzero product with its own step and
a vanishing product with all earlier steps. -/
def ProjectedDirections (s w : ℕ → Fin n → K) (m : ℕ) : Prop :=
  ∀ k < m, w k ⬝ᵥ s k ≠ 0 ∧ ∀ j < k, w k ⬝ᵥ s j = 0
```

## (a) The updated matrix acting on a vector

Let B′ be the matrix obtained from B by one update. Show that for every vector v

B′v = Bv + (wᵀv / wᵀs)(y − Bs).

**Solution.** Component i of the added term, applied to v, is

Σⱼ (yᵢ − (Bs)ᵢ) wⱼvⱼ / (wᵀs) = (yᵢ − (Bs)ᵢ)(wᵀv) / (wᵀs).

Adding (Bv)ᵢ gives the claim. Two cases matter below. For v = s and wᵀs ≠ 0 the factor is 1 and B′s = y; for wᵀv = 0 the vector v is mapped as before.

The Lean proof compares components, moves the common factors on the right-hand side into the sum, and compares the two sums term by term. The theorem does not assume wᵀs ≠ 0, because Lean sets division by zero to zero and both sides then reduce to Bv.

```lean
/-- The updated Jacobian acts on a vector `v` as the old one, plus a multiple of the
secant error `y - B s`. -/
theorem update_mulVec (B : Matrix (Fin n) (Fin n) K) (s y w v : Fin n → K) :
    broydenUpdate B s y w *ᵥ v =
      B *ᵥ v + ((w ⬝ᵥ v) / (w ⬝ᵥ s)) • (y - B *ᵥ s) := by
  unfold broydenUpdate
  rw [Matrix.add_mulVec]
  ext i
  simp only [Pi.add_apply, Pi.smul_apply, Pi.sub_apply, smul_eq_mul]
  congr 1
  change ∑ j, (y i - (B *ᵥ s) i) * w j / (w ⬝ᵥ s) * v j =
    (∑ j, w j * v j) / (w ⬝ᵥ s) * (y i - (B *ᵥ s) i)
  rw [Finset.sum_div, Finset.sum_mul]
  exact Finset.sum_congr rfl fun j _ => by ring
```

## (b) Secant equations of all steps taken

Assume the projection condition up to m. Show that for all k ≤ m and all j < k

Bₖsⱼ = yⱼ.

**Solution.** Use induction on k. For k = 0 there is no j to check. Suppose the claim holds for k, let k + 1 ≤ m, and take j < k + 1. By (a),

Bₖ₊₁sⱼ = Bₖsⱼ + (wₖᵀsⱼ / wₖᵀsₖ)(yₖ − Bₖsₖ).

If j < k, the factor vanishes and Bₖsⱼ = yⱼ by the induction hypothesis. If j = k, the factor is 1 and the right-hand side is Bₖsₖ + yₖ − Bₖsₖ = yₖ.

The responses are arbitrary here; they need not come from a linear map. The two cases of the Lean proof, `hlt` and `heq`, are the two cases above.

```lean
/-- With projected directions, the Jacobian after `k` updates satisfies the secant equations
of all `k` steps taken so far. -/
theorem all_secants (B₀ : Matrix (Fin n) (Fin n) K) (s y w : ℕ → Fin n → K) {m : ℕ}
    (h : ProjectedDirections s w m) :
    ∀ k ≤ m, ∀ j < k, broyden B₀ s y w k *ᵥ s j = y j := by
  intro k
  induction k with
  | zero => intro _ j hj; exact absurd hj (Nat.not_lt_zero j)
  | succ k ih =>
    intro hk j hj
    change broydenUpdate (broyden B₀ s y w k) (s k) (y k) (w k) *ᵥ s j = y j
    rw [update_mulVec]
    obtain ⟨hne, horth⟩ := h k (by omega)
    rcases Nat.lt_succ_iff_lt_or_eq.mp hj with hlt | heq
    · -- an earlier secant equation is left untouched
      rw [horth j hlt, zero_div, zero_smul, add_zero]
      exact ih (by omega) j hlt
    · -- the newest secant equation is enforced by the update
      rw [heq, div_self hne, one_smul]
      abel
```

## (c) Independence of the steps

Under the same condition, show that

Σᵢ gᵢsᵢ = 0, summed over i < m, implies gᵢ = 0 for all i < m.

**Solution.** Suppose some coefficient is nonzero, and let k be the largest index with gₖ ≠ 0. Pair the sum with wₖ:

0 = Σᵢ gᵢ(wₖᵀsᵢ) = gₖ(wₖᵀsₖ).

The terms with i > k vanish because gᵢ = 0, and those with i < k because wₖᵀsᵢ = 0. Both factors on the right are nonzero, which is a contradiction.

In Lean, `Finset.exists_max_image` supplies the last nonzero coefficient, `key` carries the pairing through the sum, and `hsingle` removes all terms but one.

```lean
/-- Steps that admit projected directions are linearly independent. -/
theorem steps_linearIndependent (s w : ℕ → Fin n → K) {m : ℕ}
    (h : ProjectedDirections s w m) :
    LinearIndependent K (fun i : Fin m => s i) := by
  classical
  rw [Fintype.linearIndependent_iff]
  intro g hg
  by_contra hcon
  push Not at hcon
  obtain ⟨i₀, hi₀⟩ := hcon
  -- the last step with a nonzero coefficient
  obtain ⟨k, hk, hmax⟩ := Finset.exists_max_image
    (Finset.univ.filter fun i : Fin m => g i ≠ 0) id ⟨i₀, by simp [hi₀]⟩
  have hgk : g k ≠ 0 := (Finset.mem_filter.mp hk).2
  have key : w k ⬝ᵥ (∑ i : Fin m, g i • s i) = ∑ i : Fin m, g i * (w k ⬝ᵥ s i) := by
    simp only [dotProduct, Finset.sum_apply, Pi.smul_apply, smul_eq_mul, Finset.mul_sum]
    rw [Finset.sum_comm]
    exact Finset.sum_congr rfl fun i _ => Finset.sum_congr rfl fun x _ => by ring
  -- pairing with its direction leaves only that coefficient
  have hsingle : ∑ i : Fin m, g i * (w k ⬝ᵥ s i) = g k * (w k ⬝ᵥ s k) := by
    apply Finset.sum_eq_single k
    · intro i _ hik
      by_cases hgi : g i = 0
      · rw [hgi, zero_mul]
      · have hle : i ≤ k := hmax i (Finset.mem_filter.mpr ⟨Finset.mem_univ i, hgi⟩)
        have hlt : i < k := lt_of_le_of_ne hle hik
        rw [(h k k.isLt).2 i hlt, mul_zero]
    · intro hnot
      exact absurd (Finset.mem_univ k) hnot
  rw [hg, dotProduct_zero, hsingle] at key
  exact mul_ne_zero hgk (h k k.isLt).1 key.symm
```

## (d) The matrix after n updates

Assume the projection condition up to n, and let yₖ = Asₖ for all k < n, with a fixed n × n matrix A. Show that

Bₙ = A.

**Solution.** By (b), Bₙsⱼ = yⱼ = Asⱼ for all j < n. By (c), these n steps are independent, so they span the n-dimensional space. Every vector v is then a combination Σⱼ cⱼsⱼ, and

Bₙv = Σⱼ cⱼBₙsⱼ = Σⱼ cⱼAsⱼ = Av.

Hence the matrices are equal. Neither B₀ nor A needs to be invertible.

```lean
/-- In dimension `n`, projected Broyden updates with the responses `y = A s` of a linear map
reproduce its matrix `A` exactly after `n` updates, from any starting matrix. -/
theorem broyden_eq_jacobian (A B₀ : Matrix (Fin n) (Fin n) K) (s y w : ℕ → Fin n → K)
    (h : ProjectedDirections s w n) (hy : ∀ k < n, y k = A *ᵥ s k) :
    broyden B₀ s y w n = A := by
  -- n independent steps span the whole space
  have hspan : Submodule.span K (Set.range fun i : Fin n => s i) = ⊤ :=
    (steps_linearIndependent s w h).span_eq_top_of_card_eq_finrank' (by simp)
  apply Matrix.toLin'.injective
  refine LinearMap.ext_on_range hspan fun i => ?_
  rw [Matrix.toLin'_apply, Matrix.toLin'_apply,
    all_secants B₀ s y w h n le_rfl i i.isLt, hy i i.isLt]
```

The proof turns on `LinearMap.ext_on_range`. It takes a family of vectors whose span is the whole space, written `⊤`, and reduces the equality of two linear maps to their agreement on that family. It thus replaces the expansion of v in the steps. Since it speaks of linear maps, the proof first passes from matrices to maps by `Matrix.toLin'`, whose injectivity brings the equality back to matrices.

## (e) The next quasi-Newton step

Keep the assumptions of (d). For the linear system with right-hand side b, let x be any point and let d satisfy Bₙd = b − Ax. Show that

A(x + d) = b.

**Solution.** By (d), Ad = Bₙd = b − Ax, so A(x + d) = Ax + b − Ax = b.

The existence of d is assumed. If A is singular, the equation for d may have no solution. The Lean proof substitutes A for Bₙ and expands the product.

```lean
/-- After `n` projected updates for the linear system `A x = b`, a quasi-Newton step `d`
from any point `x` lands on a solution. -/
theorem quasiNewton_step_exact (A B₀ : Matrix (Fin n) (Fin n) K) (s y w : ℕ → Fin n → K)
    (h : ProjectedDirections s w n) (hy : ∀ k < n, y k = A *ᵥ s k) (x d b : Fin n → K)
    (hd : broyden B₀ s y w n *ᵥ d = b - A *ᵥ x) :
    A *ᵥ (x + d) = b := by
  rw [broyden_eq_jacobian A B₀ s y w h hy] at hd
  rw [Matrix.mulVec_add, hd]
  abel
```

## (f) Directions from orthogonal parts

Let the steps be real. For each k < m, let wₖ be the part of sₖ orthogonal to the earlier steps: sₖ − wₖ lies in span{sⱼ : j < k}, and wₖᵀsⱼ = 0 for j < k. Show that the projection condition up to m holds exactly when

sₖ ∉ span{sⱼ : j < k} for all k < m.

**Solution.** By linearity, wₖ is orthogonal to the whole span of the earlier steps. If sₖ lay in that span, then wₖᵀsₖ = 0, against the projection condition.

Conversely, suppose that no step lies in the span of its predecessors, but wₖᵀsₖ = 0 for some k < m. Since sₖ − wₖ lies in the span,

0 = wₖᵀ(sₖ − wₖ) = −wₖᵀwₖ.

For a real vector this forces wₖ = 0. Then sₖ = sₖ − wₖ lies in the span, a contradiction.

For k = 0 the span is {0}, so the criterion says s₀ ≠ 0. In Lean the earlier steps form the set `s '' Set.Iio k`, and `perp` extends orthogonality to their span. Real numbers matter because the complex vector (1, i) has zero unconjugated product with itself.

```lean
/-- If each `w k` is the part of the real step `s k` orthogonal to the earlier steps, the
directions are projected directions exactly when no step lies in the span of earlier ones. -/
theorem orthogonal_part_iff (s w : ℕ → Fin n → ℝ) (m : ℕ)
    (hspan : ∀ k < m, s k - w k ∈ Submodule.span ℝ (s '' Set.Iio k))
    (horth : ∀ k < m, ∀ j < k, w k ⬝ᵥ s j = 0) :
    ProjectedDirections s w m ↔ ∀ k < m, s k ∉ Submodule.span ℝ (s '' Set.Iio k) := by
  -- orthogonality to earlier steps extends to their span
  have perp : ∀ k < m, ∀ v ∈ Submodule.span ℝ (s '' Set.Iio k), w k ⬝ᵥ v = 0 := by
    intro k hk v hv
    induction hv using Submodule.span_induction with
    | mem x hx =>
      obtain ⟨j, hj, rfl⟩ := hx
      exact horth k hk j hj
    | zero => exact dotProduct_zero _
    | add x y _ _ hx hy => rw [dotProduct_add, hx, hy, add_zero]
    | smul a x _ hx => rw [dotProduct_smul, hx, smul_zero]
  constructor
  · intro h k hk hmem
    exact (h k hk).1 (perp k hk _ hmem)
  · intro h k hk
    refine ⟨fun h0 => h k hk ?_, horth k hk⟩
    have h1 := perp k hk _ (hspan k hk)
    rw [dotProduct_sub, h0, zero_sub, neg_eq_zero] at h1
    have hw : w k = 0 := dotProduct_self_eq_zero.mp h1
    have h2 := hspan k hk
    rwa [hw, sub_zero] at h2
```

## (g) Two non-orthogonal steps in the plane

Take s₀ = (1, 0) and s₁ = (1, 1), with w₀ = (1, 0) and w₁ = (0, 1). Show that

w₀ᵀs₀ ≠ 0, w₁ᵀs₁ ≠ 0 and w₁ᵀs₀ = 0.

**Solution.** The three products are 1, 1 and 0. The direction w₁ is s₁ minus its component along s₀.

The Lean sequences repeat their second vector at all later indices, which the condition up to 2 ignores.

```lean
/-- Two steps in the plane that are not orthogonal: `(1, 0)`, then `(1, 1)`. -/
def planeSteps (k : ℕ) : Fin 2 → ℝ := if k = 0 then ![1, 0] else ![1, 1]

/-- The directions `(1, 0)`, then `(0, 1)`. -/
def planeDirections (k : ℕ) : Fin 2 → ℝ := if k = 0 then ![1, 0] else ![0, 1]

/-- The two plane steps and their directions satisfy the projection conditions. -/
theorem projectedDirections_witness :
    ProjectedDirections planeSteps planeDirections 2 := by
  intro k hk
  have hk' : k = 0 ∨ k = 1 := by omega
  rcases hk' with rfl | rfl
  · exact ⟨by simp [planeSteps, planeDirections, dotProduct, Fin.sum_univ_two],
      fun j hj => absurd hj (Nat.not_lt_zero j)⟩
  · refine ⟨by simp [planeSteps, planeDirections, dotProduct, Fin.sum_univ_two], ?_⟩
    intro j hj
    obtain rfl : j = 0 := by omega
    simp [planeSteps, planeDirections, dotProduct, Fin.sum_univ_two]
```

## (h) The same steps without projection

Keep these steps, but use the ordinary Broyden choice wₖ = sₖ. Let the true Jacobian be the identity, so that yₖ = sₖ, and start from B₀ = 0. Show that

B₂s₀ ≠ s₀.

**Solution.** The first update gives B₁ = s₀s₀ᵀ, so B₁s₀ = (1, 0) and B₁s₁ = (1, 0). By (a),

B₂s₀ = B₁s₀ + (s₁ᵀs₀ / s₁ᵀs₁)(s₁ − B₁s₁) = (1, 0) + ½(0, 1) = (1, ½).

This differs from s₀ = (1, 0). The products wₖᵀsₖ are 1 and 2, so only the orthogonality requirement fails, through w₁ᵀs₀ = 1. Without it, the conclusions of (b) and (d) can both be false: the first secant equation is lost, and B₂ is not the identity.

In the Lean statement `planeSteps` appears three times in a row, as steps, responses and directions. The proof applies (a) to both updates and finds the contradiction in the second component, which has index 1.

```lean
/-- Ordinary Broyden updates, with `w = s`, violate the first secant equation after the second
plane step, for the identity as true Jacobian and the zero matrix as start. -/
theorem ordinary_broyden_loses_secant :
    broyden 0 planeSteps planeSteps planeSteps 2 *ᵥ planeSteps 0 ≠ planeSteps 0 := by
  intro h
  change broydenUpdate (broydenUpdate 0 (planeSteps 0) (planeSteps 0) (planeSteps 0))
    (planeSteps 1) (planeSteps 1) (planeSteps 1) *ᵥ planeSteps 0 = planeSteps 0 at h
  simp only [update_mulVec] at h
  -- the second component is 1/2 instead of 0
  have h1 := congrFun h 1
  norm_num [planeSteps, dotProduct, Fin.sum_univ_two] at h1

end

end ProjectedBroyden
```

```lean
#print axioms ProjectedBroyden.broyden_eq_jacobian
-- 'ProjectedBroyden.broyden_eq_jacobian' depends on axioms: [propext, Classical.choice, Quot.sound]
#print axioms ProjectedBroyden.quasiNewton_step_exact
-- 'ProjectedBroyden.quasiNewton_step_exact' depends on axioms: [propext, Classical.choice, Quot.sound]
#print axioms ProjectedBroyden.orthogonal_part_iff
-- 'ProjectedBroyden.orthogonal_part_iff' depends on axioms: [propext, Classical.choice, Quot.sound]
#print axioms ProjectedBroyden.ordinary_broyden_loses_secant
-- 'ProjectedBroyden.ordinary_broyden_loses_secant' depends on axioms: [propext, Classical.choice, Quot.sound]
```
